# Exact relative error of a central-difference slope for the lower level of a doublet

The lower level of a doublet in a dimensionless field $x$ is modelled as $E(x) = -\sqrt{1 + 2cx + x^2}$, whose exact slope at zero field is $-c$. The declaration `gRatio_error` concerns the estimate of this slope by the central difference $(E(x) - E(-x))/(2x)$, for $0 < |c| < 1$ and $x \neq 0$. It gives the estimate's relative error, divided by $x^2$, exactly as $-(1-c^2)\,\bigl[(1+cx-E(x))^{-1} + (1-cx-E(-x))^{-1}\bigr]/D$, where $D = -E(x) - E(-x)$ is positive. The proof writes the ratio of estimated to exact slope as $2/D$, clears the denominators, and seeks the resulting equation as a multiple of the sum of two identities, `i1` and `i2`, one for each inverse.

In Lean, a first try:

```lean
import Mathlib

open Filter Topology

namespace GRatioError

noncomputable section

/-- Energy of the lower level of the doublet at field `x` (domain `|c| ≤ 1`). -/
def lowerLevel (c x : ℝ) : ℝ := -Real.sqrt (1 + 2 * c * x + x ^ 2)

/-- Central finite-field difference quotient of a level `E` with field step `x ≠ 0`. -/
def centralDiff (E : ℝ → ℝ) (x : ℝ) : ℝ := (E x - E (-x)) / (2 * x)

/-- Finite-field slope of the lower level divided by its exact zero-field slope (domain
`0 < |c| ≤ 1`, `x ≠ 0`). -/
def gRatio (c x : ℝ) : ℝ := centralDiff (lowerLevel c) x / deriv (lowerLevel c) 0

/-- For `|c| < 1` the lower level is negative at every field, and its square is
`1 + 2cx + x²`. -/
theorem lowerLevel_neg_and_sq {c : ℝ} (hc : |c| < 1) (x : ℝ) :
    lowerLevel c x < 0 ∧ lowerLevel c x ^ 2 = 1 + 2 * c * x + x ^ 2 := by
  have hc2 := (sq_lt_one_iff_abs_lt_one c).2 hc
  have hpos : 0 < 1 + 2 * c * x + x ^ 2 := by nlinarith [sq_nonneg (x + c)]
  constructor
  · exact neg_lt_zero.2 (Real.sqrt_pos.2 hpos)
  · rw [lowerLevel, neg_sq, Real.sq_sqrt hpos.le]

/-- The exact zero-field slope of the lower level is `-c`. -/
theorem hasDerivAt_lowerLevel (c : ℝ) : HasDerivAt (lowerLevel c) (-c) 0 := by
  have h1 : HasDerivAt (fun x : ℝ => 1 + 2 * c * x) (2 * c) 0 :=
    (((hasDerivAt_id' (0 : ℝ)).const_mul (2 * c)).const_add 1).congr_deriv (by ring)
  have h2 : HasDerivAt (fun x : ℝ => 1 + 2 * c * x + x ^ 2) (2 * c) 0 :=
    (h1.fun_add (hasDerivAt_pow 2 (0 : ℝ))).congr_deriv (by norm_num)
  exact (h2.sqrt (by norm_num)).fun_neg.congr_deriv (by norm_num)

/-- For `|c| < 1` and nonzero field, the magnitude of the lower level exceeds that of its
linear Zeeman approximation `-(1 + cx)`. -/
theorem linear_zeeman_lt {c x : ℝ} (hc : |c| < 1) (hx : x ≠ 0) :
    |1 + c * x| < -lowerLevel c x := by
  have hc2 := (sq_lt_one_iff_abs_lt_one c).2 hc
  obtain ⟨hn, hsq⟩ := lowerLevel_neg_and_sq hc x
  have hgap : 0 < (1 - c ^ 2) * x ^ 2 := mul_pos (by linarith) (by positivity)
  have hlt : (1 + c * x) ^ 2 < lowerLevel c x ^ 2 := by rw [hsq]; linarith
  exact abs_lt.2 ⟨by nlinarith, by nlinarith⟩

/-- For `0 < |c| < 1` and `x ≠ 0`, the ratio of finite-field to exact slope is two divided by
the sum of the level's magnitudes at the fields `x` and `-x`. -/
theorem gRatio_eq {c x : ℝ} (h0 : c ≠ 0) (hc : |c| < 1) (hx : x ≠ 0) :
    gRatio c x = 2 / (-lowerLevel c x - lowerLevel c (-x)) := by
  obtain ⟨n1, s1⟩ := lowerLevel_neg_and_sq hc x
  obtain ⟨n2, s2⟩ := lowerLevel_neg_and_sq hc (-x)
  have hD : 0 < -lowerLevel c x - lowerLevel c (-x) := by linarith
  rw [gRatio, (hasDerivAt_lowerLevel c).deriv, centralDiff, div_div,
    div_eq_div_iff (mul_ne_zero (mul_ne_zero two_ne_zero hx) (neg_ne_zero.2 h0)) hD.ne']
  linear_combination s2 - s1

/-- Exact relative error of the finite-field slope, divided by the squared field step, for
`0 < |c| < 1` and `x ≠ 0`. -/
theorem gRatio_error {c x : ℝ} (h0 : c ≠ 0) (hc : |c| < 1) (hx : x ≠ 0) :
    (gRatio c x - 1) / x ^ 2 =
      -(1 - c ^ 2) * ((1 + c * x - lowerLevel c x)⁻¹ + (1 - c * x - lowerLevel c (-x))⁻¹)
        / (-lowerLevel c x - lowerLevel c (-x)) := by
  obtain ⟨n1, s1⟩ := lowerLevel_neg_and_sq hc x
  obtain ⟨n2, s2⟩ := lowerLevel_neg_and_sq hc (-x)
  have t1 := (abs_lt.1 (linear_zeeman_lt hc hx)).1
  have t2 := (abs_lt.1 (linear_zeeman_lt hc (neg_ne_zero.2 hx))).1
  have hp : 0 < 1 + c * x - lowerLevel c x := by linarith
  have hr : 0 < 1 - c * x - lowerLevel c (-x) := by linarith
  have hD : 0 < -lowerLevel c x - lowerLevel c (-x) := by linarith
  -- each inverse measures the departure of the level from its tangent
  have i1 : (1 - c ^ 2) * (1 + c * x - lowerLevel c x)⁻¹ * x ^ 2
      = -lowerLevel c x - (1 + c * x) := by
    rw [← div_eq_mul_inv, div_mul_eq_mul_div, div_eq_iff hp.ne']
    linear_combination -s1
  have i2 : (1 - c ^ 2) * (1 - c * x - lowerLevel c (-x))⁻¹ * x ^ 2
      = -lowerLevel c (-x) - (1 - c * x) := by
    rw [← div_eq_mul_inv, div_mul_eq_mul_div, div_eq_iff hr.ne']
    linear_combination -s2
  rw [gRatio_eq h0 hc hx, div_sub_one hD.ne', div_div,
    div_eq_div_iff (mul_ne_zero hD.ne' (pow_ne_zero 2 hx)) hD.ne']
  linear_combination (-lowerLevel c x - lowerLevel c (-x)) ^ 2 * (i1 + i2)

end

end GRatioError
```

Messages:

```
Main.lean:82:2: error: ring failed, ring expressions not equal
c x : ℝ
h0 : c ≠ 0
hc : |c| < 1
hx : x ≠ 0
n1 : lowerLevel c x < 0
s1 : lowerLevel c x ^ 2 = 1 + 2 * c * x + x ^ 2
n2 : lowerLevel c (-x) < 0
s2 : lowerLevel c (-x) ^ 2 = 1 + 2 * c * -x + (-x) ^ 2
t1 : - -lowerLevel c x < 1 + c * x
t2 : - -lowerLevel c (-x) < 1 + c * -x
hp : 0 < 1 + c * x - lowerLevel c x
hr : 0 < 1 - c * x - lowerLevel c (-x)
hD : 0 < -lowerLevel c x - lowerLevel c (-x)
i1 : (1 - c ^ 2) * (1 + c * x - lowerLevel c x)⁻¹ * x ^ 2 = -lowerLevel c x - (1 + c * x)
i2 : (1 - c ^ 2) * (1 - c * x - lowerLevel c (-x))⁻¹ * x ^ 2 = -lowerLevel c (-x) - (1 - c * x)
⊢ -(lowerLevel c x * 2) - lowerLevel c x * lowerLevel c (-x) * 6 +
                                                          lowerLevel c x * lowerLevel c (-x) * c ^ 2 * x ^ 2 *
                                                              (1 - lowerLevel c x + c * x)⁻¹ *
                                                            2 +
                                                        lowerLevel c x * lowerLevel c (-x) * c ^ 2 * x ^ 2 *
                                                            (1 - lowerLevel c (-x) - c * x)⁻¹ *
                                                          2 -
                                                      lowerLevel c x * lowerLevel c (-x) * x ^ 2 *
                                                          (1 - lowerLevel c x + c * x)⁻¹ *
                                                        2 -
                                                    lowerLevel c x * lowerLevel c (-x) * x ^ 2 *
                                                        (1 - lowerLevel c (-x) - c * x)⁻¹ *
                                                      2 -
                                                  lowerLevel c x * lowerLevel c (-x) ^ 2 * 3 +
                                                lowerLevel c x * c ^ 2 * x ^ 2 * (1 - lowerLevel c x + c * x)⁻¹ +
                                              lowerLevel c x * c ^ 2 * x ^ 2 * (1 - lowerLevel c (-x) - c * x)⁻¹ -
                                            lowerLevel c x * x ^ 2 * (1 - lowerLevel c x + c * x)⁻¹ -
                                          lowerLevel c x * x ^ 2 * (1 - lowerLevel c (-x) - c * x)⁻¹ -
                                        lowerLevel c x ^ 2 * 3 -
                                      lowerLevel c x ^ 2 * lowerLevel c (-x) * 3 +
                                    lowerLevel c x ^ 2 * c ^ 2 * x ^ 2 * (1 - lowerLevel c x + c * x)⁻¹ +
                                  lowerLevel c x ^ 2 * c ^ 2 * x ^ 2 * (1 - lowerLevel c (-x) - c * x)⁻¹ -
                                lowerLevel c x ^ 2 * x ^ 2 * (1 - lowerLevel c x + c * x)⁻¹ -
                              lowerLevel c x ^ 2 * x ^ 2 * (1 - lowerLevel c (-x) - c * x)⁻¹ -
                            lowerLevel c x ^ 3 -
                          lowerLevel c (-x) * 2 +
                        lowerLevel c (-x) * c ^ 2 * x ^ 2 * (1 - lowerLevel c x + c * x)⁻¹ +
                      lowerLevel c (-x) * c ^ 2 * x ^ 2 * (1 - lowerLevel c (-x) - c * x)⁻¹ -
                    lowerLevel c (-x) * x ^ 2 * (1 - lowerLevel c x + c * x)⁻¹ -
                  lowerLevel c (-x) * x ^ 2 * (1 - lowerLevel c (-x) - c * x)⁻¹ -
                lowerLevel c (-x) ^ 2 * 3 +
              lowerLevel c (-x) ^ 2 * c ^ 2 * x ^ 2 * (1 - lowerLevel c x + c * x)⁻¹ +
            lowerLevel c (-x) ^ 2 * c ^ 2 * x ^ 2 * (1 - lowerLevel c (-x) - c * x)⁻¹ -
          lowerLevel c (-x) ^ 2 * x ^ 2 * (1 - lowerLevel c x + c * x)⁻¹ -
        lowerLevel c (-x) ^ 2 * x ^ 2 * (1 - lowerLevel c (-x) - c * x)⁻¹ -
      lowerLevel c (-x) ^ 3 =
    0
```

As a diff, the version that Lean accepts:

```diff
@@ -80,5 +80,5 @@
   rw [gRatio_eq h0 hc hx, div_sub_one hD.ne', div_div,
     div_eq_div_iff (mul_ne_zero hD.ne' (pow_ne_zero 2 hx)) hD.ne']
-  linear_combination (-lowerLevel c x - lowerLevel c (-x)) ^ 2 * (i1 + i2)
+  linear_combination (-lowerLevel c x - lowerLevel c (-x)) * (i1 + i2)
 
 end
```

The one error, "ring failed, ring expressions not equal", comes from the closing `linear_combination`. This tactic subtracts the proposed combination of hypotheses from the goal and asks `ring1` to verify that nothing remains. Here the coefficient has one factor of $D$ too many.

Write $S$ for the left side of `i1 + i2`, which then reads $S = D - 2$. After `div_eq_div_iff` the goal is $(2 - D)D = -SD$, with $S$ written out. Its two sides differ by $D(S - D + 2)$, which is $D$ times the difference of the sides of `i1 + i2`. With the coefficient $D^2$, the remainder is $D(1 - D)(S - D + 2)$, which the message displays in expanded form. It does vanish by `i1` and `i2`, but `ring1` does not use hypotheses, and as a polynomial identity it is false.

The diff removes the square, so the coefficient is $D$ and the remainder cancels identically.
